# Time reversal of a Hermitian matrix H(B) to H(−B) makes G(z,B)ᵀ unitarily similar to G(z,−B)

Let H(B) be a Hermitian matrix in a finite orthonormal spin-orbital basis, for every value of a field B. The energy z is a complex number with Im z ≠ 0, and the Green function is

G(z,B) = (z − H(B))⁻¹.

The symbols conj, ᵀ and † denote entrywise complex conjugation, transpose and adjoint. A vector is a list of components, read as a column to the right of a matrix and as a row to the left. A right solution ψ with source s satisfies (z − H)ψ = s, and a left solution χ with source s satisfies χ(z − H) = s.

The field enters through one assumption: there is a unitary U, the same for all B, with

U conj(H(B)) U† = H(−B).

This is time reversal, written as conjugation followed by U. It flips the magnetic or exchange field and leaves the rest of the Hamiltonian, including spin-orbit coupling, unchanged. Under these assumptions

G(z,B)† = G(conj z, B)
G(z,B)ᵀ = U† G(z,−B) U.

For H = bσ_y with real b ≠ 0, G is neither symmetric nor Hermitian.

## Left solves, contours and spectral functions

Multiple-scattering codes can assemble a Green function from right and left solutions. In the finite matrix model, the transpose law yields the left solution χ = s G(z,B) from a solver written only for right equations:

solve (z − H(−B))φ = Us, then set χ = U†φ.

Here the energy stays at z and the field is reversed. Hermiticity alone gives another route, which keeps the field and conjugates the energy: solve (conj z − H(B))φ = conj(s), then set χ = conj(φ). For a nonzero source s, reusing ψ† as the left solution with source s† is wrong whenever Im z ≠ 0. For left source s, reusing ψ without conjugation is right for every source only if H is symmetric.

The adjoint law supplies the lower half of an energy contour from the upper half. For Im z > 0, the spectral function δ(E − H(B)) at E = Re z, broadened into a Lorentzian of half-width Im z, is −1/π times the matrix

(G(z,B) − G(z,B)†)/(2i).

The entrywise imaginary part of G agrees with this only when G is symmetric. Otherwise the diagonal entries are still right, but some off-diagonal ones are not.

## From Hermiticity and field reversal to the two laws

**Invertibility.** Suppose (z − H)v = 0 with v ≠ 0. Then Hv = zv, so v†Hv = z v†v. The adjoint equation is v†H = conj(z) v†, so v†Hv = conj(z) v†v. Subtracting gives

(z − conj z) v†v = 0,

which is impossible, since neither factor vanishes.

**Adjoint.** Since H† = H, we have (z − H)† = conj z − H. The adjoint of an inverse is the inverse of the adjoint, which gives the first law.

**Transpose.** Hermiticity also gives conj(H) = Hᵀ. Multiplying the field-reversal condition by U from the right gives U H(B)ᵀ = H(−B) U, hence

U (z − H(B))ᵀ = (z − H(−B)) U.

Multiply from the left by U† G(z,−B):

U† G(z,−B) U (z − H(B))ᵀ = U†U = 1.

A left inverse of a square matrix is its inverse, and the inverse of (z − H(B))ᵀ is G(z,B)ᵀ. This is the second law.

**Left solutions.** The equation χ(z − H(B)) = s is the same as (z − H(B))ᵀχ = s. Applying U and the relation above gives

(z − H(−B))(Uχ) = Us,

and applying U† leads back.

**Left solutions and adjoints.** Let (z − H)ψ = s and χ(z − H) = s†. The adjoint of the first equation is ψ†(conj z − H) = s†. If χ were ψ†, subtraction would give (z − conj z)ψ† = 0, so ψ = 0 and s = 0. For every nonzero source, therefore, χ ≠ ψ†.

**The σ_y example.** Gᵀ is the inverse of z − Hᵀ, so G is symmetric exactly when H is. With indices 0 and 1, bσ_y has the entries −ib at (0,1) and ib at (1,0), which are equal only for b = 0. If G were Hermitian, then with s = (1,1), ψ = Gs and χ = s†G we would have χ = s†G† = ψ†, contradicting the previous step. Direct inversion shows both failures:

G = (z + bσ_y)/(z² − b²).

**The same law for the transition matrix (t-matrix).** Let V(B) be a Hermitian perturbation contained in H(B), with U conj(V(B)) U† = V(−B), and let t = V + VGV. Then V(B)ᵀ = U† V(−B) U, and transposing each product gives

t(z,B)ᵀ = U† t(z,−B) U.

## The Lean file

```lean
import Mathlib

open Matrix
open scoped ComplexOrder

namespace SpinDependentResolvent

noncomputable section

variable {n F : Type*} [Fintype n] [DecidableEq n] [Neg F]

/-- The Green function `G(z) = (z - H)⁻¹` of a Hamiltonian matrix `H`. -/
def resolvent (H : Matrix n n ℂ) (z : ℂ) : Matrix n n ℂ :=
  (z • (1 : Matrix n n ℂ) - H)⁻¹

/-- Complex conjugation followed by the transformation `U` takes the Hamiltonian in the
field `B` to the Hamiltonian in the field `-B`. -/
def ReversesField (U : Matrix n n ℂ) (H : F → Matrix n n ℂ) : Prop :=
  ∀ B, U * (H B).map star * Uᴴ = H (-B)

/-- The Pauli matrix `σ_y`. -/
def pauliY : Matrix (Fin 2) (Fin 2) ℂ := !![0, -Complex.I; Complex.I, 0]

/-- The Zeeman Hamiltonian `B · σ` of a spin one-half in the field `B`. -/
def zeeman (B : Fin 3 → ℝ) : Matrix (Fin 2) (Fin 2) ℂ :=
  !![(B 2 : ℂ), B 0 - Complex.I * B 1; B 0 + Complex.I * B 1, -(B 2 : ℂ)]

/-- At nonreal energy the Green function of a Hermitian Hamiltonian is a two-sided inverse
of `z - H`. -/
theorem resolvent_inverse {H : Matrix n n ℂ} (hH : H.IsHermitian) {z : ℂ} (hz : z.im ≠ 0) :
    (z • (1 : Matrix n n ℂ) - H) * resolvent H z = 1 ∧
      resolvent H z * (z • (1 : Matrix n n ℂ) - H) = 1 := by
  have hdet : IsUnit (z • (1 : Matrix n n ℂ) - H).det := by
    rw [isUnit_iff_ne_zero]
    intro h0
    obtain ⟨v, hv0, hv⟩ := Matrix.exists_mulVec_eq_zero_iff.mpr h0
    -- a null vector would be an eigenvector of `H` with eigenvalue `z`
    rw [Matrix.sub_mulVec, Matrix.smul_mulVec, Matrix.one_mulVec, sub_eq_zero] at hv
    have h1 := Matrix.star_mulVec H v
    rw [hH.eq, ← hv, star_smul] at h1
    have h2 := Matrix.dotProduct_mulVec (star v) H v
    rw [← hv, ← h1, dotProduct_smul, smul_dotProduct, smul_eq_mul, smul_eq_mul] at h2
    have h3 : (z - star z) * (star v ⬝ᵥ v) = 0 := by rw [sub_mul, h2, sub_self]
    rcases mul_eq_zero.mp h3 with h | h
    · exact hz (Complex.conj_eq_iff_im.mp (sub_eq_zero.mp h).symm)
    · exact hv0 (dotProduct_star_self_eq_zero.mp h)
  exact ⟨Matrix.mul_nonsing_inv _ hdet, Matrix.nonsing_inv_mul _ hdet⟩

/-- For a Hermitian family `H` and a unitary `U` satisfying `ReversesField U H`, the transformation
`U` carries the transposed operator `z - H(B)` into the operator `z - H(-B)` of the reversed field.
-/
theorem intertwining {H : F → Matrix n n ℂ} {U : Matrix n n ℂ}
    (hH : ∀ B, (H B).IsHermitian) (hU : U ∈ Matrix.unitaryGroup n ℂ)
    (hT : ReversesField U H) (z : ℂ) (B : F) :
    U * (z • (1 : Matrix n n ℂ) - H B)ᵀ = (z • (1 : Matrix n n ℂ) - H (-B)) * U := by
  have hU' : Uᴴ * U = 1 := Matrix.mem_unitaryGroup_iff'.mp hU
  -- for a Hermitian matrix, conjugation and transposition agree
  have hc : (H B).map star = (H B)ᵀ := by
    ext i j
    exact (hH B).apply j i
  rw [← hT B, hc, Matrix.transpose_sub, Matrix.transpose_smul, Matrix.transpose_one,
    mul_sub, sub_mul, mul_assoc (U * (H B)ᵀ) Uᴴ U, hU']
  simp

/-- For a Hermitian family `H` and a unitary `U` satisfying `ReversesField U H`, at nonreal energy
the Green function is a true inverse of `z - H(B)`, its adjoint is the Green function at the
conjugate energy, and its transpose is the Green function in the reversed field, transformed by `U`.
-/
theorem green_function_adjoint_and_transpose {H : F → Matrix n n ℂ} {U : Matrix n n ℂ}
    (hH : ∀ B, (H B).IsHermitian) (hU : U ∈ Matrix.unitaryGroup n ℂ)
    (hT : ReversesField U H) {z : ℂ} (hz : z.im ≠ 0) (B : F) :
    (z • (1 : Matrix n n ℂ) - H B) * resolvent (H B) z = 1 ∧
      (resolvent (H B) z)ᴴ = resolvent (H B) (star z) ∧
      (resolvent (H B) z)ᵀ = Uᴴ * resolvent (H (-B)) z * U := by
  have hU' : Uᴴ * U = 1 := Matrix.mem_unitaryGroup_iff'.mp hU
  refine ⟨(resolvent_inverse (hH B) hz).1, ?_, ?_⟩
  · unfold resolvent
    rw [Matrix.conjTranspose_nonsing_inv, Matrix.conjTranspose_sub,
      Matrix.conjTranspose_smul, Matrix.conjTranspose_one, (hH B).eq]
  · -- the right-hand side is a left inverse of the transposed operator
    have key : Uᴴ * resolvent (H (-B)) z * U * (z • (1 : Matrix n n ℂ) - H B)ᵀ = 1 := by
      calc _ = Uᴴ * resolvent (H (-B)) z * (U * (z • (1 : Matrix n n ℂ) - H B)ᵀ) :=
            mul_assoc _ _ _
        _ = Uᴴ * (resolvent (H (-B)) z * (z • (1 : Matrix n n ℂ) - H (-B))) * U := by
            rw [intertwining hH hU hT]
            simp only [mul_assoc]
        _ = 1 := by rw [(resolvent_inverse (hH (-B)) hz).2, mul_one, hU']
    rw [← Matrix.inv_eq_left_inv key, resolvent, Matrix.transpose_nonsing_inv]

/-- For a Hermitian family `H` and a unitary `U` satisfying `ReversesField U H`, a row vector `χ` is
a left solution with source `s` in the field `B` exactly when `U χ` is a right solution with source
`U s` in the field `-B`. -/
theorem left_solution_iff {H : F → Matrix n n ℂ} {U : Matrix n n ℂ}
    (hH : ∀ B, (H B).IsHermitian) (hU : U ∈ Matrix.unitaryGroup n ℂ)
    (hT : ReversesField U H) (z : ℂ) (B : F) (χ s : n → ℂ) :
    χ ᵥ* (z • (1 : Matrix n n ℂ) - H B) = s ↔
      (z • (1 : Matrix n n ℂ) - H (-B)) *ᵥ (U *ᵥ χ) = U *ᵥ s := by
  have hU' : Uᴴ * U = 1 := Matrix.mem_unitaryGroup_iff'.mp hU
  rw [Matrix.mulVec_mulVec, ← intertwining hH hU hT, ← Matrix.mulVec_mulVec,
    Matrix.mulVec_transpose]
  constructor
  · intro h
    rw [h]
  · intro h
    have h' := congrArg (fun v => Uᴴ *ᵥ v) h
    simpa only [Matrix.mulVec_mulVec, hU', Matrix.one_mulVec] using h'

/-- For Hermitian `H` at nonreal energy, the left solution with source `s†` is never the adjoint of
the right solution with source `s`, for any nonzero `s`. -/
theorem left_solution_ne_adjoint {H : Matrix n n ℂ} (hH : H.IsHermitian) {z : ℂ}
    (hz : z.im ≠ 0) {ψ χ s : n → ℂ} (hs : s ≠ 0)
    (hψ : (z • (1 : Matrix n n ℂ) - H) *ᵥ ψ = s)
    (hχ : χ ᵥ* (z • (1 : Matrix n n ℂ) - H) = star s) : χ ≠ star ψ := by
  intro h
  -- the adjoint of the right equation carries the conjugate energy
  rw [h, ← hψ, Matrix.star_mulVec, Matrix.conjTranspose_sub, Matrix.conjTranspose_smul,
    Matrix.conjTranspose_one, hH.eq] at hχ
  simp only [Matrix.vecMul_sub, Matrix.vecMul_smul, Matrix.vecMul_one, sub_left_inj] at hχ
  have h0 : (z - star z) • star ψ = 0 := by rw [sub_smul, hχ, sub_self]
  rcases smul_eq_zero.mp h0 with h1 | h1
  · exact hz (Complex.conj_eq_iff_im.mp (sub_eq_zero.mp h1).symm)
  · exact hs (by rw [← hψ, star_eq_zero.mp h1, Matrix.mulVec_zero])

/-- At nonreal energy the Green function of a Hermitian Hamiltonian is symmetric exactly when
the Hamiltonian is symmetric. -/
theorem resolvent_symmetric_iff {H : Matrix n n ℂ} (hH : H.IsHermitian) {z : ℂ}
    (hz : z.im ≠ 0) : (resolvent H z).IsSymm ↔ H.IsSymm := by
  have ht : (resolvent H z)ᵀ = resolvent Hᵀ z := by
    unfold resolvent
    rw [Matrix.transpose_nonsing_inv, Matrix.transpose_sub, Matrix.transpose_smul,
      Matrix.transpose_one]
  unfold Matrix.IsSymm
  rw [ht]
  constructor
  · intro h
    have h1 := (resolvent_inverse hH.transpose hz).1
    rw [h] at h1
    exact sub_right_inj.mp (left_inv_eq_right_inv h1 (resolvent_inverse hH hz).2)
  · intro h
    rw [h]

/-- For `H = b σ_y` with `b ≠ 0` and nonreal energy, the Green function is neither symmetric
nor Hermitian. -/
theorem pauliY_resolvent {b : ℝ} (hb : b ≠ 0) {z : ℂ} (hz : z.im ≠ 0) :
    ¬ (resolvent ((b : ℂ) • pauliY) z).IsSymm ∧
      ¬ (resolvent ((b : ℂ) • pauliY) z).IsHermitian := by
  have hH : ((b : ℂ) • pauliY).IsHermitian := by
    ext i j
    fin_cases i <;> fin_cases j <;> apply Complex.ext <;> simp [pauliY]
  constructor
  · rw [resolvent_symmetric_iff hH hz]
    intro h
    have h1 := congrArg Complex.im (h.apply 0 1)
    simp [pauliY] at h1
    exact hb (by linarith)
  · intro h
    -- a Hermitian Green function would make left solutions adjoints of right solutions
    have hs : (fun _ => 1 : Fin 2 → ℂ) ≠ 0 := fun h0 => one_ne_zero (congrFun h0 0)
    refine left_solution_ne_adjoint hH hz hs
      (ψ := resolvent ((b : ℂ) • pauliY) z *ᵥ (fun _ => 1))
      (χ := star (fun _ => 1 : Fin 2 → ℂ) ᵥ* resolvent ((b : ℂ) • pauliY) z) ?_ ?_ ?_
    · rw [Matrix.mulVec_mulVec, (resolvent_inverse hH hz).1, Matrix.one_mulVec]
    · rw [Matrix.vecMul_vecMul, (resolvent_inverse hH hz).2, Matrix.vecMul_one]
    · rw [Matrix.star_mulVec, h.eq]

/-- The Zeeman Hamiltonian `B · σ` is Hermitian, `σ_y` is unitary, and `σ_y` with complex
conjugation reverses the field. -/
theorem zeeman_witness :
    (∀ B, (zeeman B).IsHermitian) ∧ pauliY ∈ Matrix.unitaryGroup (Fin 2) ℂ ∧
      ReversesField pauliY zeeman := by
  refine ⟨fun B => ?_, ?_, fun B => ?_⟩
  · ext i j
    fin_cases i <;> fin_cases j <;> apply Complex.ext <;> simp [zeeman]
  · rw [Matrix.mem_unitaryGroup_iff', Matrix.star_eq_conjTranspose]
    ext i j
    fin_cases i <;> fin_cases j <;> apply Complex.ext <;>
      simp [pauliY, Matrix.mul_apply, Fin.sum_univ_two]
  · ext i j
    -- expand the triple product into entries before inserting the matrices
    simp only [Matrix.mul_apply, Fin.sum_univ_two, Matrix.map_apply,
      Matrix.conjTranspose_apply]
    fin_cases i <;> fin_cases j <;> apply Complex.ext <;> simp [zeeman, pauliY]

end

end SpinDependentResolvent
```

```lean
#print axioms SpinDependentResolvent.green_function_adjoint_and_transpose
-- 'SpinDependentResolvent.green_function_adjoint_and_transpose' depends on axioms: [propext, Classical.choice, Quot.sound]
#print axioms SpinDependentResolvent.left_solution_iff
-- 'SpinDependentResolvent.left_solution_iff' depends on axioms: [propext, Classical.choice, Quot.sound]
#print axioms SpinDependentResolvent.pauliY_resolvent
-- 'SpinDependentResolvent.pauliY_resolvent' depends on axioms: [propext, Classical.choice, Quot.sound]
```

## How the theorems map to the physics and the derivation

The index type `n` labels spin-orbitals. The type `F` of fields needs only a negation, so B may be a vector, a number or an exchange field on a grid. `ReversesField U H` is the time-reversal condition, with `(H B).map star` for the conjugated matrix. The products `*ᵥ` and `ᵥ*` act on column and row vectors, and `star z` is the conjugate energy.

`green_function_adjoint_and_transpose` states that, for a Hermitian family, a unitary `U` satisfying this condition and `z.im ≠ 0`, `resolvent (H B) z` inverts z − H(B) and obeys both laws. The inverse statement matters because Lean's matrix inverse is also defined, as zero, for singular matrices.

- `resolvent_inverse` is the invertibility step. A zero determinant yields a null vector, `h1` is the adjoint equation, `h2` equates the two evaluations of v†Hv, and `h3` is their difference.
- `intertwining` moves U past the transposed operator. In the main theorem, `key` is the left-inverse calculation, and `Matrix.inv_eq_left_inv` identifies that left inverse with the inverse.
- `left_solution_iff` proves the correspondence between left and right solutions in both directions, for any complex z, real values included.
- `left_solution_ne_adjoint` substitutes χ = ψ† and subtracts the two equations. It needs Hermiticity and nonreal z, but no field reversal.
- `resolvent_symmetric_iff` compares inverses, and `pauliY_resolvent` combines it with the previous lemma, using the source (1,1).
- `zeeman_witness` checks entry by entry that B·σ is Hermitian, that σ_y is unitary and that σ_y reverses the field. The magnetic moment is absorbed into B, which therefore has units of energy.

## Finite matrices, exact arithmetic and an assumed symmetry

The theorems cover exact finite matrices in an orthonormal basis. A nonorthogonal basis, where z multiplies an overlap matrix, needs its own statement. Radial Dirac equations, muffin-tin matching and the limit of real energy do not appear, so applying the laws to a multiple-scattering code presupposes that its discretised problem has this matrix form. Rounding error and the conditioning of z − H near the real axis are not bounded.

Hermiticity and field reversal are hypotheses about the user's H(B), proved here only for the Zeeman model. A code has to meet them in its own basis and with its own phase convention, which fixes U. Every term odd under time reversal must change sign with B: if an orbital coupling to the field is included, reversing only the spin part breaks the condition. A complex absorbing potential breaks Hermiticity, and with it the proof of both laws.

The transition-matrix law, the conjugate-energy route to left solutions, the spectral-function recipe and the closed form for bσ_y are short consequences given in the text, not theorems of the file.
